# The polaron shift for finitely many linearly coupled modes of nonzero frequency

The vibrational modes are treated here as elements of an abstract complex star-algebra `A`, not as operators on a Hilbert space. Ladder operators are unbounded, so on a Hilbert space every product would come with a question of domains. The algebra keeps only sums, products, complex multiples and the adjoint, written `star`, and the polaron shift needs nothing more. State vectors, spectra and expectation values are not treated.

The assumption `StarModule ℂ A` says that the adjoint conjugates complex coefficients. The type `ι` labels the modes.

In Lean 4 with Mathlib:

```lean
import Mathlib

open Finset

namespace PolaronShift

noncomputable section

/- For at least one mode, the canonical commutation relations have no matrix model of
finite nonzero dimension;
an explicit instance (ladder operators on the polynomial Fock space) is not built here. -/

variable {ι A : Type*} [Ring A] [StarRing A] [Algebra ℂ A] [StarModule ℂ A]
```

## Modes, shift and Hamiltonian

Annihilation operators $a_j$ are bosonic if

$$[a_i,a_j^*]=\delta_{ij},\qquad [a_i,a_j]=0 .$$

With at least one mode, no matrices of finite nonzero size satisfy this: the trace of a commutator is zero, while that of the identity is not.

```lean
/-- The canonical commutation relations for a family of annihilation operators:
`[a_i, a_j*] = δ_ij` and `[a_i, a_j] = 0`. -/
def IsBosonic [DecidableEq ι] (a : ι → A) : Prop :=
  (∀ i j, a i * star (a j) - star (a j) * a i = if i = j then 1 else 0) ∧
    ∀ i j, a i * a j = a j * a i
```

Let mode $j$ have real frequency $w_j$ and complex coupling $g_j$, with $\hbar=1$. The shifted mode is

$$b_j=a_j+\frac{g_j}{w_j}.$$

The number stands for that multiple of the unit of `A`.

```lean
/-- The shifted modes `b_j = a_j + g_j / w_j`. -/
def shifted (w : ι → ℝ) (g : ι → ℂ) (a : ι → A) (j : ι) : A :=
  a j + (g j / (w j : ℂ)) • (1 : A)
```

In the linear-coupling model, a fixed electronic state adds terms linear in $a_j$ and $a_j^*$ to the Hamiltonian of the free harmonic modes; for real $g_j$ such a term is a constant force on the coordinate of mode $j$. Zero-point energies are left out:

$$H_g=\sum_j\left(w_j a_j^*a_j+g_j a_j^*+\bar g_j a_j\right).$$

```lean
/-- Harmonic modes with linear coupling:
`H = ∑ (w_j a_j* a_j + g_j a_j* + conj(g_j) a_j)`. -/
def hamiltonian [Fintype ι] (w : ι → ℝ) (g : ι → ℂ) (a : ι → A) : A :=
  ∑ j, ((w j : ℂ) • (star (a j) * a j) + g j • star (a j) + star (g j) • a j)
```

The shift will produce the constant $-E(g)$, where

$$E(g)=\sum_j\frac{|g_j|^2}{w_j}.$$

For positive frequencies $E(g)$ is the energy released when the modes relax under the coupling. Of the frequencies, the theorems that remove the coupling by the shift require only $w_j\neq0$, so that the displacement $g_j/w_j$ makes sense.

```lean
/-- The relaxation energy `∑ |g_j|² / w_j` belonging to the couplings `g`. -/
def relaxationEnergy [Fintype ι] (w : ι → ℝ) (g : ι → ℂ) : ℝ :=
  ∑ j, Complex.normSq (g j) / w j
```

## Scalars drop out of commutators

Write $c_j=g_j/w_j$. Then

$$(a_i+c_i)(a_j^*+\bar c_j)-(a_j^*+\bar c_j)(a_i+c_i)=a_ia_j^*-a_j^*a_i,$$

because the terms containing $c_i$ or $\bar c_j$ occur once with each sign. The same cancellation gives $[b_i,b_j]=[a_i,a_j]$. In the proof, `simp` multiplies out the products and `module` cancels the scalar terms.

```lean
/-- The shift changes none of the commutators `[a_i, a_j*]` and `[a_i, a_j]`. -/
theorem shifted_commutators (w : ι → ℝ) (g : ι → ℂ) (a : ι → A) (i j : ι) :
    shifted w g a i * star (shifted w g a j) - star (shifted w g a j) * shifted w g a i
        = a i * star (a j) - star (a j) * a i ∧
      shifted w g a i * shifted w g a j - shifted w g a j * shifted w g a i
        = a i * a j - a j * a i := by
  constructor <;>
  · simp only [shifted, star_add, star_smul, star_one, add_mul, mul_add,
      smul_mul_assoc, mul_smul_comm, one_mul, mul_one]
    module
```

## Completing the square

For one mode $x$ with real $w\neq0$,

$$w\left(x^*+\frac{\bar g}{w}\right)\left(x+\frac gw\right)=w\,x^*x+g\,x^*+\bar g\,x+\frac{|g|^2}{w}.$$

Moving the last term to the other side gives the claim. In the code, `hs` uses that $w$ is real, `hsq` expands the product, and `h1`, `h2` and `h3` simplify the three coefficients after multiplication by $w$.

```lean
/-- Completing the square for one mode with linear coupling. -/
theorem complete_square (x : A) {w : ℝ} (hw : w ≠ 0) (g : ℂ) :
    (w : ℂ) • (star x * x) + g • star x + star g • x
      = (w : ℂ) • (star (x + (g / (w : ℂ)) • (1 : A)) * (x + (g / (w : ℂ)) • (1 : A)))
        - ((Complex.normSq g / w : ℝ) : ℂ) • (1 : A) := by
  have hw' : (w : ℂ) ≠ 0 := Complex.ofReal_ne_zero.mpr hw
  have hs : star (g / (w : ℂ)) = star g / (w : ℂ) := by
    rw [← starRingEnd_apply, map_div₀, Complex.conj_ofReal, starRingEnd_apply]
  have hn : (Complex.normSq g : ℂ) = star g * g := Complex.normSq_eq_conj_mul_self
  -- the three scalar coefficients produced by the square
  have h1 : (w : ℂ) * (g / (w : ℂ)) = g := by field_simp
  have h2 : (w : ℂ) * (star g / (w : ℂ)) = star g := by field_simp
  have h3 : (w : ℂ) * (star g / (w : ℂ) * (g / (w : ℂ)))
      = ((Complex.normSq g / w : ℝ) : ℂ) := by
    rw [Complex.ofReal_div, hn]
    field_simp
  have hsq : star (x + (g / (w : ℂ)) • (1 : A)) * (x + (g / (w : ℂ)) • (1 : A))
      = star x * x + (g / (w : ℂ)) • star x + (star g / (w : ℂ)) • x
        + (star g / (w : ℂ) * (g / (w : ℂ))) • (1 : A) := by
    rw [star_add, star_smul, star_one, hs]
    simp only [add_mul, mul_add, smul_mul_assoc, mul_smul_comm, one_mul, mul_one]
    module
  rw [hsq, smul_add, smul_add, smul_add, smul_smul, smul_smul, smul_smul, h1, h2, h3]
  abel
```

Summing over the modes gives

$$H_g=\sum_j w_j b_j^*b_j-E(g).$$

No commutation relation has been used. The identity therefore also holds for the matrices of a truncated oscillator basis in a simulation with finitely many harmonic modes, although those matrices are not bosonic.

```lean
/-- In the shifted modes the coupled Hamiltonian is a sum of free oscillators
minus the relaxation energy. -/
theorem hamiltonian_eq [Fintype ι] {w : ι → ℝ} (hw : ∀ j, w j ≠ 0) (g : ι → ℂ) (a : ι → A) :
    hamiltonian w g a
      = ∑ j, (w j : ℂ) • (star (shifted w g a j) * shifted w g a j)
        - (relaxationEnergy w g : ℂ) • (1 : A) := by
  unfold hamiltonian relaxationEnergy
  rw [Complex.ofReal_sum, Finset.sum_smul, ← Finset.sum_sub_distrib]
  exact Finset.sum_congr rfl fun j _ => complete_square (a j) (hw j) (g j)
```

Together with the commutators, this is the polaron shift: the $b_j$ are bosonic, and the linear coupling has become a constant. The polaron transformation of electron–phonon theory is usually a unitary operator that also acts on the electronic degrees of freedom. Here the electronic state is fixed and no unitary is constructed.

```lean
/-- **Polaron shift.** The shifted modes are again bosonic, and in them the linear coupling
is replaced by the constant `-∑ |g_j|² / w_j`. -/
theorem polaron_shift [Fintype ι] [DecidableEq ι] {w : ι → ℝ} (hw : ∀ j, w j ≠ 0)
    (g : ι → ℂ) {a : ι → A} (ha : IsBosonic a) :
    IsBosonic (shifted w g a) ∧
      hamiltonian w g a
        = ∑ j, (w j : ℂ) • (star (shifted w g a j) * shifted w g a j)
          - (relaxationEnergy w g : ℂ) • (1 : A) := by
  refine ⟨⟨fun i j => (shifted_commutators w g a i j).1.trans (ha.1 i j), fun i j => ?_⟩,
    hamiltonian_eq hw g a⟩
  exact sub_eq_zero.mp
    ((shifted_commutators w g a i j).2.trans (sub_eq_zero.mpr (ha.2 i j)))
```

For real $g_j$ we have $\bar g_j=g_j$ and $|g_j|^2=g_j^2$, so

$$\sum_j\left(w_ja_j^*a_j+g_j(a_j+a_j^*)\right)=\sum_jw_jb_j^*b_j-\sum_j\frac{g_j^2}{w_j}.$$

The proof uses `hamiltonian_eq` to turn the right-hand side back into the Hamiltonian with complex couplings, and then compares the two sums term by term.

```lean
/-- The Hamiltonian identity for real couplings, with `b_j = a_j + g_j / w_j`: `∑ (w_j a_j* a_j +
g_j (a_j + a_j*)) = ∑ w_j b_j* b_j - ∑ g_j² / w_j`. -/
theorem polaron_shift_real [Fintype ι] {w : ι → ℝ} (hw : ∀ j, w j ≠ 0)
    (g : ι → ℝ) (a : ι → A) :
    ∑ j, ((w j : ℂ) • (star (a j) * a j) + (g j : ℂ) • (a j + star (a j)))
      = ∑ j, (w j : ℂ) • (star (shifted w (fun i => (g i : ℂ)) a j)
            * shifted w (fun i => (g i : ℂ)) a j)
        - ((∑ j, g j ^ 2 / w j : ℝ) : ℂ) • (1 : A) := by
  have hs : ∀ j, star (g j : ℂ) = (g j : ℂ) := fun j => Complex.conj_ofReal _
  have hE : relaxationEnergy w (fun i => (g i : ℂ)) = ∑ j, g j ^ 2 / w j := by
    simp only [relaxationEnergy, Complex.normSq_ofReal, pow_two]
  rw [← hE, ← hamiltonian_eq hw]
  unfold hamiltonian
  refine Finset.sum_congr rfl fun j _ => ?_
  simp only [hs]
  module
```

## The frequencies stay as they were

For bosonic $b_j$, the product rule for commutators gives

$$[b_j^*b_j,b_k^*]=b_j^*[b_j,b_k^*]+[b_j^*,b_k^*]\,b_j=\delta_{jk}\,b_j^*.$$

The second term vanishes because it contains, up to sign, the adjoint of $[b_j,b_k]=0$; this is `hc` in the code. Multiplying by $w_j$ and summing leaves $w_kb_k^*$.

```lean
omit [StarModule ℂ A] in
/-- For free bosonic modes, `[∑ w_j b_j* b_j, b_k*] = w_k b_k*`. -/
theorem free_ladder [Fintype ι] [DecidableEq ι] (w : ι → ℝ) {b : ι → A}
    (hb : IsBosonic b) (k : ι) :
    (∑ j, (w j : ℂ) • (star (b j) * b j)) * star (b k)
      - star (b k) * (∑ j, (w j : ℂ) • (star (b j) * b j)) = (w k : ℂ) • star (b k) := by
  have term : ∀ j, (w j : ℂ) • (star (b j) * b j) * star (b k)
      - star (b k) * ((w j : ℂ) • (star (b j) * b j))
      = if j = k then (w k : ℂ) • star (b k) else 0 := by
    intro j
    have hc : star (b k) * star (b j) = star (b j) * star (b k) := by
      rw [← star_mul, ← star_mul, hb.2 j k]
    -- only the commutator of `b_j` with `b_k*` survives
    have h : star (b j) * b j * star (b k) - star (b k) * (star (b j) * b j)
        = star (b j) * (b j * star (b k) - star (b k) * b j) := by
      rw [← mul_assoc (star (b k)), hc, mul_sub, mul_assoc, mul_assoc]
    rw [smul_mul_assoc, mul_smul_comm, ← smul_sub, h, hb.1 j k]
    by_cases hjk : j = k
    · subst hjk
      simp
    · simp [hjk]
  rw [Finset.sum_mul, Finset.mul_sum, ← Finset.sum_sub_distrib,
    Finset.sum_congr rfl fun j _ => term j]
  simp
```

The constant $-E(g)$ commutes with everything, so the coupled Hamiltonian obeys

$$[H_g,b_k^*]=w_kb_k^*.$$

Linear coupling displaces the modes and leaves their energy quanta unchanged.

```lean
/-- The shifted creation operators satisfy `[H, b_k*] = w_k b_k*` with the coupled Hamiltonian `H`
and the bare frequencies `w_k`. -/
theorem coupled_ladder [Fintype ι] [DecidableEq ι] {w : ι → ℝ} (hw : ∀ j, w j ≠ 0)
    (g : ι → ℂ) {a : ι → A} (ha : IsBosonic a) (k : ι) :
    hamiltonian w g a * star (shifted w g a k) - star (shifted w g a k) * hamiltonian w g a
      = (w k : ℂ) • star (shifted w g a k) := by
  have h := free_ladder w (polaron_shift hw g ha).1 k
  rw [hamiltonian_eq hw g a, ← h, sub_mul, mul_sub, smul_mul_assoc, mul_smul_comm,
    one_mul, mul_one]
  abel
```

## Two electronic states and the reorganisation energy

Let a second electronic state have couplings $g'_j$ and the same frequencies. Shifting by $g$ and then by $g'-g$ is the same as shifting by $g'$:

$$a_j+\frac{g_j}{w_j}+\frac{g'_j-g_j}{w_j}=a_j+\frac{g'_j}{w_j}=:b'_j .$$

Write $H_{g'-g}[b]$ for the Hamiltonian with couplings $g'-g$ built from the modes $b_j$. Completing the square in both Hamiltonians gives

$$H_{g'}=\sum_jw_jb_j'^*b'_j-E(g'),\qquad H_{g'-g}[b]=\sum_jw_jb_j'^*b'_j-E(g'-g).$$

Subtracting,

$$H_{g'}=H_{g'-g}[b]+\lambda-E(g'),\qquad \lambda=E(g'-g)=\sum_j\frac{|g'_j-g_j|^2}{w_j}.$$

For positive frequencies and real couplings, $\lambda$ is the Marcus reorganisation energy of this model: the height above the minimum of the second state's surface at the geometry relaxed for the first. It enters electron-transfer rates for linearly coupled harmonic modes with equal frequencies in both states; the rate itself, and the electronic coupling that drives the transfer, are not treated. In the code, `hcomp` is the composition of shifts.

```lean
/-- The Hamiltonian with couplings `g'`, written in the modes shifted by `g`, has couplings
`g' - g` and the additional constant `∑ |g'_j - g_j|² / w_j - ∑ |g'_j|² / w_j`. -/
theorem reorganisation [Fintype ι] {w : ι → ℝ} (hw : ∀ j, w j ≠ 0)
    (g g' : ι → ℂ) (a : ι → A) :
    hamiltonian w g' a = hamiltonian w (g' - g) (shifted w g a)
      + ((relaxationEnergy w (g' - g) - relaxationEnergy w g' : ℝ) : ℂ) • (1 : A) := by
  -- successive shifts add up
  have hcomp : shifted w (g' - g) (shifted w g a) = shifted w g' a := by
    funext j
    simp only [shifted, Pi.sub_apply, sub_div]
    module
  rw [hamiltonian_eq hw g' a, hamiltonian_eq hw (g' - g) (shifted w g a), hcomp,
    Complex.ofReal_sub, sub_smul]
  abel

end

end PolaronShift
```

```lean
#print axioms PolaronShift.polaron_shift
-- 'PolaronShift.polaron_shift' depends on axioms: [propext, Classical.choice, Quot.sound]
#print axioms PolaronShift.polaron_shift_real
-- 'PolaronShift.polaron_shift_real' depends on axioms: [propext, Classical.choice, Quot.sound]
#print axioms PolaronShift.coupled_ladder
-- 'PolaronShift.coupled_ladder' depends on axioms: [propext, Classical.choice, Quot.sound]
#print axioms PolaronShift.reorganisation
-- 'PolaronShift.reorganisation' depends on axioms: [propext, Classical.choice, Quot.sound]
```

## One mode in numbers

Take one mode with $w=2$, $g=3$ and $g'=-1$, in any common energy unit. Then $b=a+\tfrac32$, $E(g)=\tfrac92$, $E(g')=\tfrac12$ and $\lambda=\tfrac{(-4)^2}{2}=8$. Inserting $a=b-\tfrac32$ into the second Hamiltonian gives

$$2a^*a-(a+a^*)=2b^*b-4(b+b^*)+\tfrac{15}{2}.$$

The coupling is $g'-g=-4$, and the constant is $\lambda-E(g')=8-\tfrac12=\tfrac{15}{2}$.

## Coupling to an electron number

The same square can be completed when the coupling is proportional to a self-adjoint electron number $N$ that commutes with every $a_j$, such as the occupation of the site or molecule to which the modes couple. With $b_j=a_j+(g_j/w_j)N$,

$$\sum_j\left(w_ja_j^*a_j+N(g_ja_j^*+\bar g_ja_j)\right)=\sum_jw_jb_j^*b_j-N^2\sum_j\frac{|g_j|^2}{w_j}.$$

Since $N^2=N+N(N-1)$, for positive frequencies and nonzero coupling the last term lowers the energy of each single electron and lowers it further for every pair of electrons counted by $N$; when $N$ is the occupation of one site or molecule, this is an attraction mediated by the modes. This operator-valued version is argued here by hand and is not among the theorems above.
